# Depth averaging in a birefringent absorber gives a real diagonal Raman tensor an apparent phase

A crystal is turned under a Raman microscope with parallel polarisers, and the intensity of an $A_g$ mode is recorded against the azimuth $t$. If the in-plane Raman tensor is diagonal with real elements $a$ and $b$, a thin layer at the surface gives $(a\cos^2 t+b\sin^2 t)^2$. Suppose that the measured pattern fits only when $b$ carries a phase factor $e^{i\varphi}$. Must the tensor then be complex?

In a birefringent crystal it need not be. Light polarised along the two axes travels at different speeds, so the two contributions from depth $z$ reach the detector with a relative phase $qz$. The detector adds the intensities from all depths, weighted by the absorption. If the crystal is much thicker than the absorption depth and the detected intensity decays with the same constant $k>0$ for both polarisations, this sum, with the weights normalised to one, equals the intensity of a single tensor with a fixed phase $\varphi$ whenever

$$\cos\varphi=\frac{k^2}{k^2+q^2}.$$

```lean
import Mathlib

open Matrix MeasureTheory Filter Topology

namespace RamanApparentPhase

noncomputable section
```

## Tensor, polarisers and depth

The propagation phase can be assigned to the second tensor element, which gives the matrix

$$R(\theta)=\begin{pmatrix}a&0\\0&b\,e^{i\theta}\end{pmatrix},\qquad a,b\in\mathbb R .$$

In `tensor a b θ` the arguments are real and the entries complex. The material's own tensor is the case $\theta=0$.

```lean
/-- In-plane Ag Raman tensor with real elements `a`, `b` and a relative phase `θ`
on the second element. -/
def tensor (a b θ : ℝ) : Matrix (Fin 2) (Fin 2) ℂ :=
  !![(a : ℂ), 0; 0, (b : ℂ) * Complex.exp ((θ : ℂ) * Complex.I)]
```

Let $e=(e_0,e_1)$ be the incident and $s=(s_0,s_1)$ the analysed polarisation. Both are real, so the light is linearly polarised, and they need not be normalised. The intensity is $|s\cdot R\,e|^2$, with frequency factors and instrumental constants left out.

```lean
/-- Raman intensity of the tensor `R` for incident polarisation `e` and analysed
polarisation `s`. -/
def intensity (R : Matrix (Fin 2) (Fin 2) ℂ) (s e : Fin 2 → ℝ) : ℝ :=
  ‖(fun i => (s i : ℂ)) ⬝ᵥ (R *ᵥ (fun i => (e i : ℂ)))‖ ^ 2
```

A layer at depth $z$ contributes with weight $k\,e^{-kz}$, which integrates to one over $z>0$:

$$I=k\int_0^\infty e^{-kz}\,\bigl|s\cdot R(qz)\,e\bigr|^2\,dz .$$

Here $k$ is the decay constant of the detected intensity, with absorption on the way in and on the way out combined. Likewise $q$ is the rate at which the relative phase grows over both passes. The model takes one $k$ for both polarisations, a crystal of unlimited thickness, principal optical axes along the tensor axes, and no interference between light scattered at different depths. It also omits reflections and focusing.

```lean
/-- Intensity averaged over depth with absorption `k`, the relative phase at depth `z`
being `q * z`. -/
def depthIntensity (a b k q : ℝ) (s e : Fin 2 → ℝ) : ℝ :=
  k * ∫ z in Set.Ioi (0 : ℝ), Real.exp (-(k * z)) * intensity (tensor a b (q * z)) s e
```

Linear polarisation at azimuth $t$ is the unit vector $(\cos t,\sin t)$.

```lean
/-- Linear polarisation at azimuth `t`. -/
def pol (t : ℝ) : Fin 2 → ℝ := ![Real.cos t, Real.sin t]
```

## The phase enters only through its cosine

Write $X=s_0\,a\,e_0$ and $Y=s_1\,b\,e_1$ for the two real contributions. The amplitude is

$$X+Ye^{i\theta}=(X+Y\cos\theta)+i\,Y\sin\theta ,$$

and its squared modulus is

$$(X+Y\cos\theta)^2+Y^2\sin^2\theta=X^2+Y^2+2XY\cos\theta .$$

The proof follows these two lines: `h` splits the amplitude into real and imaginary parts, and `linear_combination` supplies $Y^2$ times the identity $\sin^2\theta+\cos^2\theta=1$.

```lean
/-- The intensity is the sum of the two separate contributions and an interference term
proportional to the cosine of the relative phase. -/
theorem intensity_eq (a b θ : ℝ) (s e : Fin 2 → ℝ) :
    intensity (tensor a b θ) s e = (s 0 * a * e 0) ^ 2 + (s 1 * b * e 1) ^ 2
      + 2 * (s 0 * a * e 0) * (s 1 * b * e 1) * Real.cos θ := by
  have h : (fun i => (s i : ℂ)) ⬝ᵥ (tensor a b θ *ᵥ (fun i => (e i : ℂ)))
      = ((s 0 * a * e 0 + s 1 * b * e 1 * Real.cos θ : ℝ) : ℂ)
        + ((s 1 * b * e 1 * Real.sin θ : ℝ) : ℂ) * Complex.I := by
    simp [tensor, Matrix.mulVec, dotProduct, Fin.sum_univ_two, Complex.exp_mul_I]
    ring
  rw [intensity, h, Complex.sq_norm, Complex.normSq_add_mul_I]
  linear_combination (s 1 * b * e 1) ^ 2 * Real.sin_sq_add_cos_sq θ
```

## Absorption damps the interference term

With $\theta=qz$, the integrand is $e^{-kz}\bigl(X^2+Y^2+2XY\cos qz\bigr)$. The oscillating part has an elementary antiderivative, because

$$\frac{d}{dz}\Bigl[e^{-kz}(-k\cos qz+q\sin qz)\Bigr]=(k^2+q^2)\,e^{-kz}\cos qz .$$

Setting $p=(X^2+Y^2)/k$ and $D=2XY/(k^2+q^2)$, the whole integrand is therefore the derivative of

$$F(z)=-p\,e^{-kz}-Dk\,e^{-kz}\cos qz+Dq\,e^{-kz}\sin qz .$$

Since $k>0$, $F(z)\to0$ as $z\to\infty$. At the surface $F(0)=-p-Dk$. Hence

$$I=k\,\bigl(0-F(0)\bigr)=kp+k^2D=X^2+Y^2+2XY\,\frac{k^2}{k^2+q^2}.$$

In the code, `hder` is the differentiation, `hE`, `hC` and `hS` are the limits of the three terms, the `simp only` line near the end evaluates the antiderivative at the surface, and the last line does the remaining algebra.

```lean
/-- Averaging over depth multiplies the interference term by `k² / (k² + q²)`. -/
theorem depthIntensity_eq {k : ℝ} (hk : 0 < k) (a b q : ℝ) (s e : Fin 2 → ℝ) :
    depthIntensity a b k q s e = (s 0 * a * e 0) ^ 2 + (s 1 * b * e 1) ^ 2
      + 2 * (s 0 * a * e 0) * (s 1 * b * e 1) * (k ^ 2 / (k ^ 2 + q ^ 2)) := by
  have hN : k ^ 2 + q ^ 2 ≠ 0 := by positivity
  obtain ⟨p, hp⟩ : ∃ p : ℝ, p * k = (s 0 * a * e 0) ^ 2 + (s 1 * b * e 1) ^ 2 :=
    ⟨_, div_mul_cancel₀ _ hk.ne'⟩
  obtain ⟨D, hD⟩ : ∃ D : ℝ,
      D = 2 * (s 0 * a * e 0) * (s 1 * b * e 1) / (k ^ 2 + q ^ 2) := ⟨_, rfl⟩
  have hD' : D * (k ^ 2 + q ^ 2) = 2 * (s 0 * a * e 0) * (s 1 * b * e 1) := by
    rw [hD]
    exact div_mul_cancel₀ _ hN
  -- an explicit antiderivative of the damped intensity
  have hder : ∀ z : ℝ, HasDerivAt (fun z : ℝ => -p * Real.exp (-(k * z))
      + -(D * k) * (Real.exp (-(k * z)) * Real.cos (q * z))
      + D * q * (Real.exp (-(k * z)) * Real.sin (q * z)))
      (Real.exp (-(k * z)) * intensity (tensor a b (q * z)) s e) z := by
    intro z
    have h1 : HasDerivAt (fun z : ℝ => -(k * z)) (-k) z :=
      (((hasDerivAt_id' z).const_mul k).fun_neg).congr_deriv (by ring)
    have h2 : HasDerivAt (fun z : ℝ => q * z) q z :=
      ((hasDerivAt_id' z).const_mul q).congr_deriv (by ring)
    refine (((h1.exp.const_mul (-p)).fun_add
      ((h1.exp.fun_mul h2.cos).const_mul (-(D * k)))).fun_add
      ((h1.exp.fun_mul h2.sin).const_mul (D * q))).congr_deriv ?_
    rw [intensity_eq]
    linear_combination Real.exp (-(k * z)) * hp
      + Real.exp (-(k * z)) * Real.cos (q * z) * hD'
  -- absorption makes the antiderivative vanish at large depth
  have hE : Tendsto (fun z : ℝ => Real.exp (-(k * z))) atTop (𝓝 0) :=
    Real.tendsto_exp_neg_atTop_nhds_zero.comp (tendsto_id.const_mul_atTop hk)
  have hC : Tendsto (fun z : ℝ => Real.exp (-(k * z)) * Real.cos (q * z)) atTop (𝓝 0) := by
    refine squeeze_zero_norm (fun z => ?_) hE
    rw [Real.norm_eq_abs, abs_mul, abs_of_pos (Real.exp_pos _)]
    exact mul_le_of_le_one_right (Real.exp_pos _).le (Real.abs_cos_le_one _)
  have hS : Tendsto (fun z : ℝ => Real.exp (-(k * z)) * Real.sin (q * z)) atTop (𝓝 0) := by
    refine squeeze_zero_norm (fun z => ?_) hE
    rw [Real.norm_eq_abs, abs_mul, abs_of_pos (Real.exp_pos _)]
    exact mul_le_of_le_one_right (Real.exp_pos _).le (Real.abs_sin_le_one _)
  have hlim := ((hE.const_mul (-p)).add (hC.const_mul (-(D * k)))).add (hS.const_mul (D * q))
  have hpos : ∀ z : ℝ,
      0 ≤ Real.exp (-(k * z)) * intensity (tensor a b (q * z)) s e := by
    intro z
    unfold intensity
    positivity
  have hint := integral_Ioi_of_hasDerivAt_of_nonneg' (a := (0 : ℝ))
    (fun z _ => hder z) (fun z _ => hpos z) hlim
  rw [depthIntensity, hint]
  simp only [mul_zero, neg_zero, Real.exp_zero, Real.cos_zero, Real.sin_zero]
  linear_combination hp + k ^ 2 * hD
```

The proof turns on the Mathlib lemma `integral_Ioi_of_hasDerivAt_of_nonneg'`, a fundamental theorem of calculus for a half-line. It takes an antiderivative, its limit at infinity and the nonnegativity of the derivative, and returns the limit minus the value at the endpoint. Nonnegativity replaces a separate proof of integrability: an antiderivative with a nonnegative derivative is increasing, so a finite limit bounds the integral. Here the condition is met at once, since the integrand is an exponential times a squared modulus (`hpos`). Integrating the term $e^{-kz}\cos qz$ by itself would not allow this, because it changes sign when $q\neq0$. The intensity is therefore integrated whole.

## One phase for every pair of linear polarisations

The averaged intensity and the intensity of the single tensor $R(\varphi)$ are now

$$X^2+Y^2+2XY\,\frac{k^2}{k^2+q^2}\qquad\text{and}\qquad X^2+Y^2+2XY\cos\varphi .$$

They agree if $\cos\varphi=k^2/(k^2+q^2)$. This condition contains neither the polarisations nor $a$ and $b$, so the same $\varphi$ serves parallel, crossed and all other linear settings. The proof rewrites with the two formulas and the hypothesis `hφ`.

```lean
/-- If `k > 0` and `cos φ = k² / (k² + q²)`, the depth-averaged intensity of a real diagonal Raman
tensor equals, for all incident and analysed linear polarisations, that of one tensor with relative
phase `φ`. -/
theorem apparent_phase {k q φ : ℝ} (hk : 0 < k)
    (hφ : Real.cos φ = k ^ 2 / (k ^ 2 + q ^ 2)) (a b : ℝ) (s e : Fin 2 → ℝ) :
    depthIntensity a b k q s e = intensity (tensor a b φ) s e := by
  rw [depthIntensity_eq hk, intensity_eq, hφ]
```

For $q\neq0$, a wrong phase results if one averages the amplitude in place of the intensity. The averaged phase factor is

$$k\int_0^\infty e^{-kz}e^{iqz}\,dz=\frac{k}{k-iq},$$

whose argument has cosine $k/\sqrt{k^2+q^2}$. For $q=k$ this suggests $45^\circ$, while the intensity average gives $60^\circ$. The interference term needs the real part of this number, $k^2/(k^2+q^2)$, and the term $Y^2$ must keep its full weight.

## The azimuthal pattern with parallel polarisers

For $s=e=(\cos t,\sin t)$ the amplitude becomes $a\cos^2t+b\,e^{i\theta}\sin^2t$.

```lean
/-- Intensity for parallel polarisations at azimuth `t`. -/
theorem intensity_parallel (a b θ t : ℝ) :
    intensity (tensor a b θ) (pol t) (pol t) =
      ‖(a : ℂ) * (Real.cos t : ℂ) ^ 2
        + (b : ℂ) * Complex.exp ((θ : ℂ) * Complex.I) * (Real.sin t : ℂ) ^ 2‖ ^ 2 := by
  have h : (fun i => (pol t i : ℂ)) ⬝ᵥ (tensor a b θ *ᵥ (fun i => (pol t i : ℂ)))
      = (a : ℂ) * (Real.cos t : ℂ) ^ 2
        + (b : ℂ) * Complex.exp ((θ : ℂ) * Complex.I) * (Real.sin t : ℂ) ^ 2 := by
    simp [tensor, pol, Matrix.mulVec, dotProduct, Fin.sum_univ_two]
    ring
  rw [intensity, h]
```

Inserting this on both sides of the general result gives

$$k\int_0^\infty e^{-kz}\bigl|a\cos^2t+b\,e^{iqz}\sin^2t\bigr|^2dz=\bigl|a\cos^2t+b\,e^{i\varphi}\sin^2t\bigr|^2 .$$

The statement holds for all real $a$, $b$ and $t$, with $k>0$ and the condition on $\cos\varphi$ as its only hypotheses.

```lean
/-- The apparent phase in the parallel-polarised azimuthal pattern, with the depth integral
written out. -/
theorem apparent_phase_parallel {k q φ : ℝ} (hk : 0 < k)
    (hφ : Real.cos φ = k ^ 2 / (k ^ 2 + q ^ 2)) (a b t : ℝ) :
    k * ∫ z in Set.Ioi (0 : ℝ), Real.exp (-(k * z)) *
        ‖(a : ℂ) * (Real.cos t : ℂ) ^ 2
          + (b : ℂ) * Complex.exp (((q * z : ℝ) : ℂ) * Complex.I) * (Real.sin t : ℂ) ^ 2‖ ^ 2
      = ‖(a : ℂ) * (Real.cos t : ℂ) ^ 2
          + (b : ℂ) * Complex.exp ((φ : ℂ) * Complex.I) * (Real.sin t : ℂ) ^ 2‖ ^ 2 := by
  have h := apparent_phase hk hφ a b (pol t) (pol t)
  simp only [depthIntensity, intensity_parallel] at h
  exact h
```

## Which phases are possible

Conversely, suppose the two intensities agree in one geometry with $XY\neq0$. Subtracting $X^2+Y^2$ and dividing by $2XY$ leaves $\cos\varphi=k^2/(k^2+q^2)$. One such geometry therefore fixes the cosine, though not the sign of $\varphi$. If $XY=0$ there is no interference, and every phase fits. In Lean, `mul_left_cancel₀ hne` performs the division.

```lean
/-- In a geometry where both tensor elements contribute, a phase `φ` reproduces the
depth-averaged intensity exactly when `cos φ = k² / (k² + q²)`. -/
theorem apparent_phase_iff {a b k q φ : ℝ} {s e : Fin 2 → ℝ} (hk : 0 < k)
    (hne : (s 0 * a * e 0) * (s 1 * b * e 1) ≠ 0) :
    depthIntensity a b k q s e = intensity (tensor a b φ) s e ↔
      Real.cos φ = k ^ 2 / (k ^ 2 + q ^ 2) := by
  refine ⟨fun h => ?_, fun h => apparent_phase hk h a b s e⟩
  rw [depthIntensity_eq hk, intensity_eq] at h
  exact mul_left_cancel₀ hne (by linear_combination (-1 / 2) * h)
```

For $k>0$ and $q\neq0$ we have $0<k^2<k^2+q^2$, so the interference factor lies strictly between 0 and 1.

```lean
/-- With absorption and birefringence both present, the interference factor lies strictly
between 0 and 1. -/
theorem factor_bounds {k q : ℝ} (hk : 0 < k) (hq : q ≠ 0) :
    0 < k ^ 2 / (k ^ 2 + q ^ 2) ∧ k ^ 2 / (k ^ 2 + q ^ 2) < 1 := by
  have hq2 : 0 < q ^ 2 := by positivity
  refine ⟨by positivity, ?_⟩
  rw [div_lt_one (by positivity)]
  linarith
```

Its arccosine is then a phase with $0<\varphi<\pi/2$. For $q=0$ the factor is 1, and $\varphi=0$ satisfies the condition.

```lean
/-- With absorption and birefringence both present, there is a phase strictly between 0 and `π / 2`
whose cosine is `k² / (k² + q²)`. -/
theorem exists_apparent_phase {k q : ℝ} (hk : 0 < k) (hq : q ≠ 0) :
    ∃ φ : ℝ, 0 < φ ∧ φ < Real.pi / 2 ∧ Real.cos φ = k ^ 2 / (k ^ 2 + q ^ 2) := by
  obtain ⟨h0, h1⟩ := factor_bounds hk hq
  exact ⟨Real.arccos (k ^ 2 / (k ^ 2 + q ^ 2)), Real.arccos_pos.2 h1,
    Real.arccos_lt_pi_div_two.2 h0, Real.cos_arccos (by linarith) h1.le⟩
```

## Changing the real elements does not remove the phase

Perhaps other real elements $a'$ and $b'$, without any phase, would fit the parallel pattern equally well. Let $r=k^2/(k^2+q^2)$ and compare three azimuths:

- $t=0$ gives $a^2=a'^2$.
- $t=\pi/2$ gives $b^2=b'^2$.
- $t=\pi/4$ gives $\tfrac14(a^2+b^2+2abr)=\tfrac14(a'^2+b'^2+2a'b')$, hence $abr=a'b'$.

Squaring the last relation and using the first two yields $(ab)^2r^2=(ab)^2$. If $a$ and $b$ are nonzero, then $r^2=1$, which contradicts $0<r<1$. The theorem excludes real diagonal tensors as a fit to the full azimuthal pattern; at a single azimuth one may well fit.

In the proof, `key` is the equality of patterns at a general azimuth, `hA`, `hB` and `hP` are the three relations above, and `nlinarith` closes the contradiction.

```lean
/-- For nonzero birefringence and nonzero tensor elements, no real diagonal tensor without
a relative phase reproduces the depth-averaged parallel pattern at all azimuths. -/
theorem no_real_tensor {a b k q : ℝ} (hk : 0 < k) (hq : q ≠ 0) (ha : a ≠ 0) (hb : b ≠ 0) :
    ¬ ∃ a' b' : ℝ, ∀ t : ℝ, depthIntensity a b k q (pol t) (pol t)
      = intensity (tensor a' b' 0) (pol t) (pol t) := by
  rintro ⟨a', b', h⟩
  obtain ⟨r0, r1⟩ := factor_bounds hk hq
  have key : ∀ t : ℝ, (Real.cos t * a * Real.cos t) ^ 2 + (Real.sin t * b * Real.sin t) ^ 2
      + 2 * (Real.cos t * a * Real.cos t) * (Real.sin t * b * Real.sin t)
        * (k ^ 2 / (k ^ 2 + q ^ 2))
      = (Real.cos t * a' * Real.cos t) ^ 2 + (Real.sin t * b' * Real.sin t) ^ 2
      + 2 * (Real.cos t * a' * Real.cos t) * (Real.sin t * b' * Real.sin t) * 1 := by
    intro t
    have ht := h t
    rw [depthIntensity_eq hk, intensity_eq, Real.cos_zero] at ht
    exact ht
  generalize k ^ 2 / (k ^ 2 + q ^ 2) = r at key r0 r1
  -- azimuths 0 and π/2 fix the squares of the two elements
  have h0 := key 0
  rw [Real.cos_zero, Real.sin_zero] at h0
  have h1 := key (Real.pi / 2)
  rw [Real.cos_pi_div_two, Real.sin_pi_div_two] at h1
  have hA : a ^ 2 = a' ^ 2 := by linear_combination h0
  have hB : b ^ 2 = b' ^ 2 := by linear_combination h1
  -- azimuth π/4 fixes their product
  have h2 := key (Real.pi / 4)
  rw [Real.cos_pi_div_four, Real.sin_pi_div_four] at h2
  have hw : ∀ x : ℝ, √2 / 2 * x * (√2 / 2) = x / 2 := by
    intro x
    have h2' : √2 * √2 = (2 : ℝ) := Real.mul_self_sqrt (by norm_num)
    linear_combination x / 4 * h2'
  rw [hw, hw, hw, hw] at h2
  have hP : a * b * r = a' * b' := by linear_combination 2 * h2 - hA / 2 - hB / 2
  have hsq : (a * b) ^ 2 * r ^ 2 = (a * b) ^ 2 * 1 := by
    calc (a * b) ^ 2 * r ^ 2 = (a * b * r) ^ 2 := by ring
      _ = a' ^ 2 * b' ^ 2 := by rw [hP]; ring
      _ = (a * b) ^ 2 * 1 := by rw [← hA, ← hB]; ring
  have hr : r ^ 2 = 1 := mul_left_cancel₀ (pow_ne_zero 2 (mul_ne_zero ha hb)) hsq
  nlinarith

end

end RamanApparentPhase
```

For a comparison with computed Raman tensors, this means that the need for a phase in a fit to polarised intensities does not by itself show that the tensor elements are complex. In this model of a thick birefringent crystal with one decay constant, nonzero real elements $a$ and $b$ also lead to a fitted phase, with $|\cos\varphi|=k^2/(k^2+q^2)$; the absolute value allows for a change of sign of a fitted element. A fitted phase that disagrees with this value is not explained by the model with real elements.

```lean
#print axioms RamanApparentPhase.apparent_phase_parallel
-- 'RamanApparentPhase.apparent_phase_parallel' depends on axioms: [propext, Classical.choice, Quot.sound]
#print axioms RamanApparentPhase.apparent_phase_iff
-- 'RamanApparentPhase.apparent_phase_iff' depends on axioms: [propext, Classical.choice, Quot.sound]
#print axioms RamanApparentPhase.exists_apparent_phase
-- 'RamanApparentPhase.exists_apparent_phase' depends on axioms: [propext, Classical.choice, Quot.sound]
#print axioms RamanApparentPhase.no_real_tensor
-- 'RamanApparentPhase.no_real_tensor' depends on axioms: [propext, Classical.choice, Quot.sound]
```
